# For a linear smoother with leverage other than one, the self-consistent leave-one-out residual is the ordinary residual divided by one minus the leverage

A fixed complex matrix `H` smooths a finite list of complex data `y`, and is not assumed to be Hermitian or a projection. A value `z` is called a leave-one-out prediction at site `i` if, when `z` replaces the datum `y i`, the smoother returns `z` at that site. The theorem says that, when the leverage `H i i` is not 1, this holds exactly when `y i - z` equals the ordinary residual `y i - (H *ᵥ y) i` divided by `1 - H i i`. The attempt first proves `hlin`, which gives the change in the output at `i` when only the datum there is changed, then clears the denominator and proves each direction with `linear_combination`.

This version doesn't compile in Lean 4 with Mathlib:

```lean
import Mathlib

open Matrix Finset

namespace IsLeaveOneOutIff

noncomputable section

variable {n : ℕ}

/-- `z` is a self-consistent leave-one-out prediction at site `i`: put in place of the datum
`y i`, it is returned by the smoother `H` at that site. -/
def IsLeaveOneOut (H : Matrix (Fin n) (Fin n) ℂ) (y : Fin n → ℂ) (i : Fin n) (z : ℂ) : Prop :=
  (H *ᵥ Function.update y i z) i = z

/-- When the leverage `H i i` is not `1`, a value is a leave-one-out prediction exactly when its
residual is the ordinary residual divided by `1 - H i i`. -/
theorem isLeaveOneOut_iff {H : Matrix (Fin n) (Fin n) ℂ} {i : Fin n} (hi : H i i ≠ 1)
    (y : Fin n → ℂ) (z : ℂ) :
    IsLeaveOneOut H y i z ↔ y i - z = (y i - (H *ᵥ y) i) / (1 - H i i) := by
  have hlin : (H *ᵥ Function.update y i z) i - (H *ᵥ y) i = H i i * (z - y i) := by
    simp only [Matrix.mulVec, dotProduct]
    rw [← Finset.sum_sub_distrib, Finset.sum_eq_single i]
    · rw [Function.update_self]; ring
    · intro j _ hj
      rw [Function.update_of_ne hj, sub_self]
    · intro h
      exact absurd (mem_univ i) h
  rw [eq_div_iff (sub_ne_zero.mpr hi.symm), IsLeaveOneOut]
  constructor <;> intro h
  · linear_combination hlin - h
  · linear_combination hlin - h

end

end IsLeaveOneOutIff
```

Messages:

```
Main.lean:31:4: error: ring failed, ring expressions not equal
n : ℕ
H : Matrix (Fin n) (Fin n) ℂ
i : Fin n
hi : H i i ≠ 1
y : Fin n → ℂ
z : ℂ
hlin : (H *ᵥ Function.update y i z) i - (H *ᵥ y) i = H i i * (z - y i)
h : (H *ᵥ Function.update y i z) i = z
⊢ -(y i * H i i * 2) - z * 2 + z * H i i * 2 + (H *ᵥ y) i * 2 = 0
Main.lean:32:4: error: ring failed, ring expressions not equal
n : ℕ
H : Matrix (Fin n) (Fin n) ℂ
i : Fin n
hi : H i i ≠ 1
y : Fin n → ℂ
z : ℂ
hlin : (H *ᵥ Function.update y i z) i - (H *ᵥ y) i = H i i * (z - y i)
h : (y i - z) * (1 - H i i) = y i - (H *ᵥ y) i
⊢ H i i * z * 2 - H i i * y i * 2 - z * 2 + (H *ᵥ y) i * 2 = 0
```

After these edits no error is left:

```diff
@@ -29,6 +29,6 @@
   rw [eq_div_iff (sub_ne_zero.mpr hi.symm), IsLeaveOneOut]
   constructor <;> intro h
-  · linear_combination hlin - h
-  · linear_combination hlin - h
+  · linear_combination h - hlin
+  · linear_combination hlin + h
 
 end
```

Cause. Both errors say that `ring` could not verify the identity left by `linear_combination`, which subtracts the given combination of hypotheses from the goal, left side minus right side. Both directions used `hlin - h`, which has a wrong sign in each.

In the forward direction `h` says that the smoother returns `z`, and the goal is the residual equation with its denominator cleared. The goal is exactly `h - hlin`. The attempt gave the negative of this, so the goal's difference was doubled instead of cancelled, hence the factors of 2 in the first message.

In the backward direction `h` is the residual equation, and the goal is that the smoother returns `z`. This is `hlin + h`. Subtracting `hlin - h` instead leaves twice the difference of the two sides of `h`, which is the expression in the second message. `ring` does not use `h` to see that this vanishes.

The diff puts in the correct combination for each direction.
